# Magnetic-field reciprocity and bounds for kinetic coefficients with symmetric positive definite collisions

A conductor in a magnetic field carries charge and heat when an electric field and a temperature gradient are applied. The magnetic field bends the carriers sideways, so each force can also drive currents across its own direction. How are these cross effects related when the field is reversed, and can the field ever increase the direct response to a single force?

In a linearised kinetic model with finitely many modes, let $C$ be the real collision matrix, $M$ the real matrix of magnetic streaming, and $B$ the signed field strength along a fixed axis. A drive $u$ produces the deviation from equilibrium $x$ that solves $(C+BM)x=u$. If the vectors $a_i$ represent both the drives and the measured currents, the kinetic coefficients are

$$L_{ij}(B)=a_i\cdot(C+BM)^{-1}a_j .$$

For $C$ symmetric positive definite and $M$ antisymmetric, the inverse exists at every real $B$, and

$$L_{ij}(B)=L_{ji}(-B),\qquad 0\le\sum_{ij}\xi_i\xi_jL_{ij}(B)\le\sum_{ij}\xi_i\xi_jL_{ij}(0)$$

for all real force amplitudes $\xi_i$. In particular, $0\le L_{ii}(B)\le L_{ii}(0)$.

## Field sweeps and checks on assembled matrices

A code that solves this finite, linearised model can obtain $L(-B)$ by transposing $L(B)$, so a sweep over both field directions needs solves for only one of them. Alternatively, it can compute both and compare them.

The bounds test the assembled matrices as well. If $L_{ii}(B)$ exceeds $L_{ii}(0)$ by more than rounding and solver residuals explain, then $C$ or $M$ lacks an assumed property, or the code is not evaluating the formula above.

## Dissipation, transposition and the two bounds

Write $K_B=C+BM$. Since $M^T=-M$,

$$x\cdot Mx=(M^Tx)\cdot x=-x\cdot Mx,$$

so $x\cdot Mx=0$ and $x\cdot K_Bx=x\cdot Cx$. Only collisions dissipate. If $K_Bx=0$, then $x\cdot Cx=0$, and positive definiteness gives $x=0$. Hence $K_B$ is invertible.

Transposition reverses the field: $K_B^T=C-BM=K_{-B}$. Let $K_Bx=u$ and $K_{-B}y=v$. Then

$$v\cdot x=(K_{-B}y)\cdot x=y\cdot K_Bx=u\cdot y.$$

Choosing $u=a_j$ and $v=a_i$ gives $L_{ij}(B)=L_{ji}(-B)$.

For the bounds, fix one drive $u$ and let $x=K_B^{-1}u$ and $y=C^{-1}u$ be its deviations with and without the field. The direct response is

$$u\cdot x=x\cdot K_Bx=x\cdot Cx\ge0 .$$

Symmetry of $C$ gives $y\cdot Cx=(Cy)\cdot x=u\cdot x$, so

$$(y-x)\cdot C(y-x)=u\cdot y-u\cdot x-u\cdot x+u\cdot x=u\cdot y-u\cdot x .$$

The left side is nonnegative, so the field cannot raise the direct response.

For $B\ne0$, equality requires $y=x$. Because $K_By=u+BMy$, this happens exactly when $My=0$, that is, when $MC^{-1}u=0$: streaming leaves the zero-field deviation alone.

Finally, put $u=\sum_i\xi_ia_i$. Bilinearity gives $u\cdot K_B^{-1}u=\sum_{ij}\xi_i\xi_jL_{ij}(B)$, which extends both bounds to every combination of forces.

## The Lean source

```lean
import Mathlib

open Matrix

namespace OnsagerThermomagnetic

noncomputable section

variable {n ι : Type*} [Fintype n] {C M : Matrix n n ℝ}

/-- The kinetic operator `C + B M`: collisions plus magnetic streaming in the field `B`. -/
def kineticOp (C M : Matrix n n ℝ) (B : ℝ) : Matrix n n ℝ := C + B • M

/-- Antisymmetric magnetic streaming contributes nothing to the quadratic form:
only collisions dissipate. -/
theorem dissipation_eq (hM : Mᵀ = -M) (B : ℝ) (x : n → ℝ) :
    x ⬝ᵥ (kineticOp C M B *ᵥ x) = x ⬝ᵥ (C *ᵥ x) := by
  have hBM : (B • M)ᵀ = -(B • M) := by rw [Matrix.transpose_smul, hM, smul_neg]
  -- the streaming term equals its own negative
  have h : x ⬝ᵥ ((B • M) *ᵥ x) = -(x ⬝ᵥ ((B • M) *ᵥ x)) := by
    calc x ⬝ᵥ ((B • M) *ᵥ x) = (x ᵥ* (B • M)) ⬝ᵥ x := Matrix.dotProduct_mulVec _ _ _
      _ = ((B • M)ᵀ *ᵥ x) ⬝ᵥ x := by rw [Matrix.mulVec_transpose]
      _ = -(x ⬝ᵥ ((B • M) *ᵥ x)) := by
        rw [hBM, Matrix.neg_mulVec, neg_dotProduct, dotProduct_comm]
  rw [kineticOp, Matrix.add_mulVec, dotProduct_add]
  linarith

/-- Reciprocity for solutions of the kinetic equation: if `x` answers the drive `u` in the
field `B` and `y` answers `v` in the field `-B`, then `v · x = u · y`, for symmetric
collisions and antisymmetric streaming. -/
theorem reciprocity_of_solutions (hC : Cᵀ = C) (hM : Mᵀ = -M) {B : ℝ} {u v x y : n → ℝ}
    (hx : kineticOp C M B *ᵥ x = u) (hy : kineticOp C M (-B) *ᵥ y = v) :
    v ⬝ᵥ x = u ⬝ᵥ y := by
  -- transposition reverses the magnetic field
  have hT : (kineticOp C M B)ᵀ = kineticOp C M (-B) := by
    unfold kineticOp
    rw [Matrix.transpose_add, Matrix.transpose_smul, hC, hM, smul_neg, neg_smul]
  rw [← hx, ← hy, ← hT, Matrix.mulVec_transpose, ← Matrix.dotProduct_mulVec,
    dotProduct_comm]

variable [DecidableEq n]

/-- The deviation from equilibrium caused by the drive `u` in the field `B`, defined
where `C + B M` is invertible. -/
def deviation (C M : Matrix n n ℝ) (B : ℝ) (u : n → ℝ) : n → ℝ :=
  (kineticOp C M B)⁻¹ *ᵥ u

/-- The kinetic coefficient `⟨u, (C + B M)⁻¹ v⟩`, defined where `C + B M` is invertible. -/
def kineticCoeff (C M : Matrix n n ℝ) (B : ℝ) (u v : n → ℝ) : ℝ :=
  u ⬝ᵥ deviation C M B v

/-- With positive definite collisions and antisymmetric streaming, the kinetic operator is
invertible in every magnetic field. -/
theorem isUnit_kineticOp (hpos : ∀ x : n → ℝ, x ≠ 0 → 0 < x ⬝ᵥ (C *ᵥ x))
    (hM : Mᵀ = -M) (B : ℝ) : IsUnit (kineticOp C M B) := by
  rw [Matrix.isUnit_iff_isUnit_det, isUnit_iff_ne_zero]
  intro hdet
  -- a null vector would not dissipate
  obtain ⟨x, hx, h0⟩ := Matrix.exists_mulVec_eq_zero_iff.mpr hdet
  have h := hpos x hx
  rw [← dissipation_eq hM B x, h0, dotProduct_zero] at h
  exact lt_irrefl _ h

/-- For positive definite collisions and antisymmetric streaming, the deviation solves the
kinetic equation `(C + B M) x = u`. -/
theorem deviation_spec (hpos : ∀ x : n → ℝ, x ≠ 0 → 0 < x ⬝ᵥ (C *ᵥ x))
    (hM : Mᵀ = -M) (B : ℝ) (u : n → ℝ) :
    kineticOp C M B *ᵥ deviation C M B u = u := by
  have h := (Matrix.isUnit_iff_isUnit_det _).mp (isUnit_kineticOp hpos hM B)
  rw [deviation, Matrix.mulVec_mulVec, Matrix.mul_nonsing_inv _ h, Matrix.one_mulVec]

/-- For positive definite collisions and antisymmetric streaming, a diagonal kinetic
coefficient equals the collisional dissipation of the deviation. -/
theorem kineticCoeff_self (hpos : ∀ x : n → ℝ, x ≠ 0 → 0 < x ⬝ᵥ (C *ᵥ x))
    (hM : Mᵀ = -M) (B : ℝ) (u : n → ℝ) :
    kineticCoeff C M B u u = deviation C M B u ⬝ᵥ (C *ᵥ deviation C M B u) := by
  rw [← dissipation_eq hM B, deviation_spec hpos hM, kineticCoeff, dotProduct_comm]

/-- For symmetric positive definite collisions and antisymmetric streaming, the field lowers
a diagonal coefficient by the dissipation of the change in the deviation. -/
theorem field_deficit (hC : Cᵀ = C) (hpos : ∀ x : n → ℝ, x ≠ 0 → 0 < x ⬝ᵥ (C *ᵥ x))
    (hM : Mᵀ = -M) (B : ℝ) (u : n → ℝ) :
    kineticCoeff C M 0 u u - kineticCoeff C M B u u =
      (deviation C M 0 u - deviation C M B u) ⬝ᵥ
        (C *ᵥ (deviation C M 0 u - deviation C M B u)) := by
  have hx := kineticCoeff_self hpos hM B u
  have hy : C *ᵥ deviation C M 0 u = u := by
    simpa [kineticOp] using deviation_spec hpos hM 0 u
  have hxy : deviation C M 0 u ⬝ᵥ (C *ᵥ deviation C M B u) = u ⬝ᵥ deviation C M B u := by
    rw [Matrix.dotProduct_mulVec, ← Matrix.mulVec_transpose, hC, hy]
  have c0 := dotProduct_comm u (deviation C M 0 u)
  have c1 := dotProduct_comm u (deviation C M B u)
  rw [Matrix.mulVec_sub, hy, sub_dotProduct, dotProduct_sub, dotProduct_sub, hxy, ← hx]
  simp only [kineticCoeff]
  linarith

/-- For symmetric positive definite collisions and antisymmetric streaming, a nonzero field
leaves a diagonal coefficient unchanged exactly when streaming annihilates the zero-field
deviation. -/
theorem field_insensitive_iff (hC : Cᵀ = C)
    (hpos : ∀ x : n → ℝ, x ≠ 0 → 0 < x ⬝ᵥ (C *ᵥ x))
    (hM : Mᵀ = -M) {B : ℝ} (hB : B ≠ 0) (u : n → ℝ) :
    kineticCoeff C M B u u = kineticCoeff C M 0 u u ↔ M *ᵥ deviation C M 0 u = 0 := by
  have hd := field_deficit hC hpos hM B u
  have hy : C *ᵥ deviation C M 0 u = u := by
    simpa [kineticOp] using deviation_spec hpos hM 0 u
  have hK : kineticOp C M B *ᵥ deviation C M 0 u = u + B • (M *ᵥ deviation C M 0 u) := by
    rw [kineticOp, Matrix.add_mulVec, hy, Matrix.smul_mulVec]
  constructor
  · intro h
    -- no deficit forces the two deviations to agree
    have h0 : deviation C M 0 u - deviation C M B u = 0 := by
      by_contra hne
      have := hpos _ hne
      linarith
    rw [sub_eq_zero.mp h0, deviation_spec hpos hM, ← sub_eq_zero.mp h0] at hK
    exact (smul_eq_zero.mp (left_eq_add.mp hK)).resolve_left hB
  · intro h
    rw [h, smul_zero, add_zero] at hK
    have hu := (Matrix.isUnit_iff_isUnit_det _).mp (isUnit_kineticOp hpos hM B)
    have he : deviation C M B u = deviation C M 0 u := by
      calc deviation C M B u
          = (kineticOp C M B)⁻¹ *ᵥ (kineticOp C M B *ᵥ deviation C M 0 u) := by
            rw [hK, deviation]
        _ = deviation C M 0 u := by
            rw [Matrix.mulVec_mulVec, Matrix.nonsing_inv_mul _ hu, Matrix.one_mulVec]
    rw [kineticCoeff, kineticCoeff, he]

/-- The quadratic form of the kinetic coefficients is the diagonal coefficient of the
combined drive. -/
theorem kineticCoeff_sum [Fintype ι] (B : ℝ) (a : ι → n → ℝ) (ξ : ι → ℝ) :
    ∑ i, ∑ j, ξ i * ξ j * kineticCoeff C M B (a i) (a j) =
      kineticCoeff C M B (∑ i, ξ i • a i) (∑ i, ξ i • a i) := by
  have h := map_sum (Matrix.mulVecLin (kineticOp C M B)⁻¹) (fun j => ξ j • a j) Finset.univ
  simp only [Matrix.mulVecLin_apply, Matrix.mulVec_smul] at h
  simp only [kineticCoeff, deviation]
  rw [h, sum_dotProduct]
  refine Finset.sum_congr rfl fun i _ => ?_
  rw [dotProduct_sum]
  refine Finset.sum_congr rfl fun j _ => ?_
  rw [smul_dotProduct, dotProduct_smul, smul_eq_mul, smul_eq_mul, mul_assoc]

/-- Onsager relations in a magnetic field: for symmetric positive definite collisions and
antisymmetric streaming, the kinetic operator is invertible, `L_ij(B) = L_ji(-B)`, and the
quadratic form of `L(B)` and its diagonal entries lie between zero and their zero-field
values. -/
theorem onsager_relations [Fintype ι] (hC : Cᵀ = C)
    (hpos : ∀ x : n → ℝ, x ≠ 0 → 0 < x ⬝ᵥ (C *ᵥ x))
    (hM : Mᵀ = -M) (a : ι → n → ℝ) (B : ℝ) :
    IsUnit (kineticOp C M B) ∧
    (∀ i j, kineticCoeff C M B (a i) (a j) = kineticCoeff C M (-B) (a j) (a i)) ∧
    (∀ ξ : ι → ℝ, 0 ≤ ∑ i, ∑ j, ξ i * ξ j * kineticCoeff C M B (a i) (a j) ∧
      ∑ i, ∑ j, ξ i * ξ j * kineticCoeff C M B (a i) (a j) ≤
        ∑ i, ∑ j, ξ i * ξ j * kineticCoeff C M 0 (a i) (a j)) ∧
    (∀ i, 0 ≤ kineticCoeff C M B (a i) (a i) ∧
      kineticCoeff C M B (a i) (a i) ≤ kineticCoeff C M 0 (a i) (a i)) := by
  have hnn : ∀ x : n → ℝ, 0 ≤ x ⬝ᵥ (C *ᵥ x) := by
    intro x
    by_cases hx : x = 0
    · rw [hx, zero_dotProduct]
    · exact (hpos x hx).le
  -- both bounds for a single drive
  have key : ∀ u : n → ℝ, 0 ≤ kineticCoeff C M B u u ∧
      kineticCoeff C M B u u ≤ kineticCoeff C M 0 u u := by
    intro u
    constructor
    · rw [kineticCoeff_self hpos hM]
      exact hnn _
    · have h := field_deficit hC hpos hM B u
      have h' := hnn (deviation C M 0 u - deviation C M B u)
      linarith
  refine ⟨isUnit_kineticOp hpos hM B, fun i j => ?_, fun ξ => ?_, fun i => key (a i)⟩
  · exact reciprocity_of_solutions hC hM (deviation_spec hpos hM B (a j))
      (deviation_spec hpos hM (-B) (a i))
  · rw [kineticCoeff_sum, kineticCoeff_sum]
    exact key _

/-- The planar Drude model with collision rate `ν > 0` meets the hypotheses; its longitudinal
and Hall coefficients are `ν / (ν² + B²)` and `B / (ν² + B²)`. -/
theorem drude_witness {ν : ℝ} (hν : 0 < ν) (B : ℝ) :
    (!![ν, 0; 0, ν] : Matrix (Fin 2) (Fin 2) ℝ)ᵀ = !![ν, 0; 0, ν] ∧
    (∀ x : Fin 2 → ℝ, x ≠ 0 → 0 < x ⬝ᵥ (!![ν, 0; 0, ν] *ᵥ x)) ∧
    (!![0, -1; 1, 0] : Matrix (Fin 2) (Fin 2) ℝ)ᵀ = -!![0, -1; 1, 0] ∧
    kineticCoeff !![ν, 0; 0, ν] !![0, -1; 1, 0] B ![1, 0] ![1, 0] = ν / (ν ^ 2 + B ^ 2) ∧
    kineticCoeff !![ν, 0; 0, ν] !![0, -1; 1, 0] B ![1, 0] ![0, 1] = B / (ν ^ 2 + B ^ 2) := by
  have hd : ν ^ 2 + B ^ 2 ≠ 0 := by positivity
  have hinv : (kineticOp !![ν, 0; 0, ν] !![0, -1; 1, 0] B)⁻¹ =
      !![ν / (ν ^ 2 + B ^ 2), B / (ν ^ 2 + B ^ 2);
        -B / (ν ^ 2 + B ^ 2), ν / (ν ^ 2 + B ^ 2)] := by
    apply Matrix.inv_eq_right_inv
    ext i j
    fin_cases i <;> fin_cases j <;>
      simp [kineticOp, Matrix.mul_apply, Fin.sum_univ_two] <;> field_simp <;> ring
  refine ⟨?_, fun x hx => ?_, ?_, ?_, ?_⟩
  · ext i j
    fin_cases i <;> fin_cases j <;> simp
  · have e : x ⬝ᵥ (!![ν, 0; 0, ν] *ᵥ x) = ν * (x 0 ^ 2 + x 1 ^ 2) := by
      simp [Matrix.mulVec, dotProduct, Fin.sum_univ_two]
      ring
    rw [e]
    refine mul_pos hν ?_
    by_contra h
    have h0 : x 0 ^ 2 = 0 := by linarith [sq_nonneg (x 0), sq_nonneg (x 1)]
    have h1 : x 1 ^ 2 = 0 := by linarith [sq_nonneg (x 0), sq_nonneg (x 1)]
    apply hx
    ext i
    fin_cases i
    · exact pow_eq_zero_iff two_ne_zero |>.mp h0
    · exact pow_eq_zero_iff two_ne_zero |>.mp h1
  · ext i j
    fin_cases i <;> fin_cases j <;> simp
  · rw [kineticCoeff, deviation, hinv]
    simp [Matrix.mulVec, dotProduct, Fin.sum_univ_two]
  · rw [kineticCoeff, deviation, hinv]
    simp [Matrix.mulVec, dotProduct, Fin.sum_univ_two]

end

end OnsagerThermomagnetic
```

```lean
#print axioms OnsagerThermomagnetic.kineticCoeff_self
#print axioms OnsagerThermomagnetic.field_insensitive_iff
#print axioms OnsagerThermomagnetic.onsager_relations
```

```
'OnsagerThermomagnetic.kineticCoeff_self' depends on axioms: [propext, Classical.choice, Quot.sound]
'OnsagerThermomagnetic.field_insensitive_iff' depends on axioms: [propext, Classical.choice, Quot.sound]
'OnsagerThermomagnetic.onsager_relations' depends on axioms: [propext, Classical.choice, Quot.sound]
```

## How the Lean statements describe the transport model

The finite type `n` labels the modes and `ι` labels the forces. A vector has type `n → ℝ`, `⬝ᵥ` is the ordinary dot product, and `*ᵥ` applies a matrix to a vector. `kineticOp C M B` is $K_B$, `deviation C M B u` is $K_B^{-1}u$, and `kineticCoeff C M B (a i) (a j)` is $L_{ij}(B)$.

Three hypotheses carry the physics:

- `hC` says that $C$ is symmetric, the property expected, in suitably scaled variables, of collisions that obey detailed balance.
- `hpos` says that every nonzero deviation dissipates.
- `hM` says that $M$ is antisymmetric, so streaming redistributes a deviation without dissipating it.

Under these hypotheses, `onsager_relations` states four things: invertibility, reciprocity, the two bounds for arbitrary $\xi$, and the two bounds for each diagonal coefficient. The equality condition is the separate theorem `field_insensitive_iff`.

`drude_witness` supplies a concrete case with collision rate $\nu>0$, $C=\nu\mathbf 1$ and $M$ a quarter-turn in the plane. With $B$ measured as a cyclotron frequency, $L_{11}=\nu/(\nu^2+B^2)$ and, in this sign convention, $L_{12}=B/(\nu^2+B^2)$. These are the longitudinal and Hall conductivities in units of carrier density times charge squared over mass. The "Hall coefficient" of the docstring means $L_{12}$, not the ratio of transverse electric field to current density times magnetic field that usually bears this name.

## From the lemmas to the four conclusions

`dissipation_eq` shows that the streaming term equals its own negative, and `linarith` removes it. `isUnit_kineticOp` argues by contradiction: a zero determinant yields a nonzero null vector, which `hpos` forbids. `deviation_spec` then confirms that the matrix inverse solves the kinetic equation.

`reciprocity_of_solutions` first proves the transposition identity `hT`, then moves the matrix from one side of the dot product to the other. It works with solutions of the two equations and needs no inverse.

`kineticCoeff_self` identifies the direct response with dissipation. `field_deficit` expands the quadratic form of $y-x$; its intermediate result `hxy` is the step that uses the symmetry of $C$. In `field_insensitive_iff`, one direction uses positivity to make the deviations equal, and the other uses invertibility to recover the solution from $K_By=u$.

`kineticCoeff_sum` turns the double sum into the response to one combined drive. The final theorem proves both bounds once, as `key`, and applies them to each $a_i$ and to the combined drive. For the Drude case, the proof verifies an explicit inverse entry by entry and reads off the two coefficients.

## What a simulation must supply for the guarantee to apply

The name of Onsager usually refers to relations derived from microscopic reversibility. Here the symmetries of $C$ and $M$ are assumptions about the kinetic matrices, and reciprocity follows from them by algebra. A code has to establish those symmetries for its own discretisation.

The dot product carries no weights. If the discretised matrices have the assumed properties only in an inner product with a positive diagonal weight matrix $W$, and the currents are measured with that same product, multiply the collision matrix, the streaming matrix and the vectors $a_i$ by $W$ from the left before applying the result. Discretisation can also spoil antisymmetry: for constant-speed streaming on a uniform periodic grid, centred differences preserve it, while first-order upwind differences do not.

Strict positivity excludes conserved modes, such as particle number, which collisions do not relax. They have to be removed from the mode space first. With $C=0$ and $M=0$ on a single mode, for example, $C$ is positive semidefinite but $C+BM$ has no inverse.

Symmetry of $C$ is a separate requirement from positivity. Take

$$C=\begin{pmatrix}1&1\\-1&1\end{pmatrix},\qquad M=\begin{pmatrix}0&-1\\1&0\end{pmatrix},$$

with $a_1,a_2$ the coordinate vectors. Then $x\cdot Cx=|x|^2$, so `hpos` and `hM` hold, but $L_{12}(0)=-\tfrac12$ while $L_{21}(0)=\tfrac12$. At $B=1$ the kinetic matrix is the identity, so $L_{11}(1)=1$ exceeds $L_{11}(0)=\tfrac12$. Positivity of the quadratic form and antisymmetric streaming therefore secure neither reciprocity nor the upper bound.

The bounds compare a field $B$ with zero field. In this model the direct response also never rises as $|B|$ grows, because it equals $w\cdot(\mathbf 1+B^2A^TA)^{-1}w$ with $A=C^{-1/2}MC^{-1/2}$ and $w=C^{-1/2}u$, but the Lean theorems do not include this. The model is static and linear, with $C$, $M$ and the $a_i$ independent of $B$. The theorems concern real numbers, so floating-point error and convergence in the number of modes need their own analysis.
